# The Hartree–Fock exchange function of the uniform electron gas tends to 1 at $k=0$ and to 1/2 at $k_F$, where its slope tends to minus infinity

## The exchange function and the band energy

Let $k$ be the magnitude of an electron's wavevector in a three-dimensional uniform electron gas, $k_F$ the Fermi wavenumber, and $x=k/k_F$. The exchange function is

$$F(x)=\frac12+\frac{1-x^2}{4x}\,\ln\left|\frac{1+x}{1-x}\right| .$$

It comes from integrating the bare Coulomb interaction, $4\pi/|\mathbf k-\mathbf q|^2$ in Fourier space, over a filled Fermi sphere of plane waves $\mathbf q$ with the same spin. That integration is the physical input here: the closed form is taken as the definition and is not derived.

```lean
import Mathlib

open Filter Topology

namespace HartreeFockExchange

noncomputable section

/-- The Hartree-Fock exchange function of the uniform electron gas, with `x = k / kF`;
the formula is meant for `x` different from `0`, `1` and `-1`. -/
def exchangeF (x : ℝ) : ℝ :=
  1 / 2 + (1 - x ^ 2) / (4 * x) * Real.log |(1 + x) / (1 - x)|
```

`exchangeF` is a function on all real numbers, although the formula has a meaning only for $x\neq 0,\pm1$. Lean sets division by zero to zero, so `exchangeF 0` is $1/2$ and not the limiting value 1. The limits of `exchangeF`, of its slope and of the group velocity below are therefore taken with the limit point itself left out.

In Hartree atomic units ($\hbar=m=e^2/4\pi\varepsilon_0=1$) the Hartree–Fock band is the kinetic energy plus the exchange energy,

$$\varepsilon(k)=\frac{k^2}{2}-\frac{2k_F}{\pi}\,F\!\left(\frac{k}{k_F}\right).$$

The Hartree term is absent because the uniform positive background cancels it. The model is at zero temperature and has neither screening nor correlation.

```lean
/-- The Hartree-Fock band energy of the uniform electron gas in atomic units: kinetic energy
plus exchange, for Fermi wavenumber `kF > 0` and wavenumber `k > 0` different from `kF`. -/
def bandEnergy (kF k : ℝ) : ℝ :=
  k ^ 2 / 2 - 2 * kF / Real.pi * exchangeF (k / kF)
```

## Splitting off the singular logarithm

For $x\neq\pm1$ both $1+x$ and $1-x$ are nonzero, and

$$\ln\left|\frac{1+x}{1-x}\right|=\ln|1+x|-\ln|1-x| .$$

Near $x=1$ only the second term is singular.

```lean
/-- Away from `x = 1` and `x = -1` the logarithm `ln|(1 + x) / (1 - x)|` splits into two terms, of
which one is singular at `x = 1` (the real logarithm here ignores signs). -/
theorem log_ratio {x : ℝ} (h1 : x ≠ 1) (hm : x ≠ -1) :
    Real.log |(1 + x) / (1 - x)| = Real.log (1 + x) - Real.log (1 - x) := by
  have hp : 1 + x ≠ 0 := fun h => hm (by linarith)
  have hq : 1 - x ≠ 0 := fun h => h1 (by linarith)
  rw [Real.log_abs, Real.log_div hp hq]
```

There are no absolute values on the right-hand side in Lean because `Real.log` of a negative number is the logarithm of its absolute value. `Real.log (1 - x)` thus means $\ln|1-x|$ on both sides of the Fermi wavenumber, and one formula serves for occupied and empty states. In the proof, `Real.log_abs` removes the absolute value and `Real.log_div` splits the quotient.

## The slope away from the singular points

Write $L(x)=\ln|1+x|-\ln|1-x|$. The two factors of the product in $F$ have the derivatives

$$\frac{d}{dx}\,\frac{1-x^2}{4x}=-\frac{1+x^2}{4x^2},\qquad L'(x)=\frac1{1+x}+\frac1{1-x}=\frac{2}{1-x^2}.$$

In the product rule, the prefactor $1-x^2$ cancels the pole of $L'$:

$$\frac{1-x^2}{4x}\cdot\frac{2}{1-x^2}=\frac1{2x}.$$

Hence, for $x\neq0,\pm1$,

$$F'(x)=\frac1{2x}-\frac{1+x^2}{4x^2}\,\ln\left|\frac{1+x}{1-x}\right| .$$

```lean
/-- The slope of the exchange function at every `x` other than `0`, `1` and `-1`. -/
theorem hasDerivAt_exchangeF {x : ℝ} (h0 : x ≠ 0) (h1 : x ≠ 1) (hm : x ≠ -1) :
    HasDerivAt exchangeF
      (1 / (2 * x) - (1 + x ^ 2) / (4 * x ^ 2) * Real.log |(1 + x) / (1 - x)|) x := by
  have hp : 1 + x ≠ 0 := fun h => hm (by linarith)
  have hq : 1 - x ≠ 0 := fun h => h1 (by linarith)
  have d1 : HasDerivAt (fun y : ℝ => Real.log (1 + y)) (1 / (1 + x)) x :=
    ((hasDerivAt_id' x).const_add 1).log hp
  have d2 : HasDerivAt (fun y : ℝ => Real.log (1 - y)) (-1 / (1 - x)) x :=
    ((hasDerivAt_id' x).const_sub 1).log hq
  have a : HasDerivAt (fun y : ℝ => 1 - y ^ 2) (-(2 * x)) x := by
    simpa using (hasDerivAt_pow 2 x).const_sub 1
  have b : HasDerivAt (fun y : ℝ => 4 * y) 4 x := by
    simpa using (hasDerivAt_id' x).const_mul 4
  have d3 : HasDerivAt (fun y : ℝ => (1 - y ^ 2) / (4 * y))
      (-(1 + x ^ 2) / (4 * x ^ 2)) x :=
    (a.fun_div b (mul_ne_zero four_ne_zero h0)).congr_deriv (by field_simp; ring)
  have ev : exchangeF =ᶠ[𝓝 x] fun y =>
      1 / 2 + (1 - y ^ 2) / (4 * y) * (Real.log (1 + y) - Real.log (1 - y)) := by
    filter_upwards [isOpen_ne.mem_nhds h1, isOpen_ne.mem_nhds hm] with y y1 ym
    rw [exchangeF, log_ratio y1 ym]
  -- the slope of the logarithm cancels the prefactor `1 - x ^ 2`
  have key : (1 - x ^ 2) / (4 * x) * (1 / (1 + x) - -1 / (1 - x)) = 1 / (2 * x) := by
    field_simp
    ring
  refine (((d3.fun_mul (d1.fun_sub d2)).const_add (1 / 2)).congr_of_eventuallyEq
    ev).congr_deriv ?_
  rw [log_ratio h1 hm, key]
  ring
```

`HasDerivAt f f' x` says that `f` is differentiable at `x` with derivative `f'`. The steps `d1` and `d2` differentiate the two logarithms, `d3` differentiates the prefactor, and `key` is the cancellation. A derivative depends only on the values near the point, so `ev` needs the split form of $F$ only in a neighbourhood of $x$ that avoids $\pm1$.

## The value 1 at the bottom of the band

At $x=0$ the prefactor diverges while the logarithm vanishes. Regrouping gives

$$F(x)=\frac12+\frac{1-x^2}{4}\cdot\frac{L(x)}{x}.$$

Since $L(0)=0$, the quotient $L(x)/x$ is the difference quotient of $L$ at the origin, and it tends to $L'(0)=2$. Therefore $F(x)\to\frac12+\frac14\cdot2=1$.

```lean
/-- The exchange function tends to `1` at the bottom of the band, `x → 0`. -/
theorem tendsto_exchangeF_zero : Tendsto exchangeF (𝓝[≠] 0) (𝓝 1) := by
  have d : HasDerivAt (fun y : ℝ => Real.log (1 + y) - Real.log (1 - y)) 2 0 :=
    ((((hasDerivAt_id' (0 : ℝ)).const_add 1).log (by norm_num)).fun_sub
      (((hasDerivAt_id' (0 : ℝ)).const_sub 1).log (by norm_num))).congr_deriv (by norm_num)
  -- the logarithm divided by `x` is a difference quotient
  have s := hasDerivAt_iff_tendsto_slope.mp d
  have c : Tendsto (fun x : ℝ => (1 - x ^ 2) / 4) (𝓝 0) (𝓝 ((1 - 0 ^ 2) / 4)) :=
    Continuous.tendsto (by fun_prop) 0
  have h := ((c.mono_left nhdsWithin_le_nhds).mul s).const_add (1 / 2)
  rw [show (1 / 2 + (1 - 0 ^ 2) / 4 * 2 : ℝ) = 1 by norm_num] at h
  refine h.congr' ?_
  filter_upwards [mem_nhdsWithin_of_mem_nhds (isOpen_ne.mem_nhds (zero_ne_one' ℝ)),
    mem_nhdsWithin_of_mem_nhds (isOpen_ne.mem_nhds (show (0 : ℝ) ≠ -1 by norm_num))]
    with x x1 xm
  rw [slope_def_field, exchangeF, log_ratio x1 xm]
  simp only [add_zero, sub_zero, Real.log_one]
  ring
```

`Tendsto f (𝓝[≠] 0) (𝓝 1)` means that $f(x)\to1$ as $x\to0$ with $x\neq0$. The derivative $L'(0)=2$ is `d`, and `hasDerivAt_iff_tendsto_slope` turns it into the limit of the difference quotient. The closing lines identify the regrouped expression with `exchangeF` near the origin.

## A factor $1-x$ suppresses the logarithm

With $y=1-x$, the product $y\ln|y|$ tends to 0 as $y\to0$.

```lean
/-- A factor `1 - x` suppresses the logarithmic singularity at the Fermi surface `x = 1`. -/
theorem tendsto_mul_log_one :
    Tendsto (fun x : ℝ => (1 - x) * Real.log (1 - x)) (𝓝 1) (𝓝 0) := by
  have c : Continuous (fun x : ℝ => (1 - x) * Real.log (1 - x)) :=
    Real.continuous_mul_log.comp (show Continuous fun x : ℝ => 1 - x by fun_prop)
  simpa using c.tendsto 1
```

Mathlib has the continuity of $y\ln y$ as `Real.continuous_mul_log`; the proof composes it with $x\mapsto1-x$ and evaluates at $x=1$.

## The strength of the slope singularity

Near $x=1$ the coefficient of $\ln|1-x|$ in $F'$ is $(1+x^2)/(4x^2)$, which tends to $1/2$. Subtracting $\frac12\ln|1-x|$ leaves

$$F'(x)-\tfrac12\ln|1-x|=\frac1{2x}-\frac{1+x^2}{4x^2}\ln(1+x)+\left(\frac{1+x^2}{4x^2}-\frac12\right)\ln|1-x| .$$

The bracket vanishes at $x=1$, because

$$\frac{1+x^2}{4x^2}-\frac12=\frac{1-x^2}{4x^2}=\frac{1+x}{4x^2}\,(1-x).$$

The last term therefore contains $(1-x)\ln|1-x|$ and tends to 0. The other two are continuous at $x=1$, so

$$F'(x)-\tfrac12\ln|1-x|\;\longrightarrow\;\frac12-\frac12\ln2=\frac{1-\ln2}{2}.$$

```lean
/-- The strength of the singular slope at the Fermi surface: once `(1/2) ln|1 - x|` is
subtracted, the slope of the exchange function tends to `(1 - ln 2) / 2` as `x → 1`. -/
theorem tendsto_deriv_sub_log :
    Tendsto (fun x => deriv exchangeF x - 1 / 2 * Real.log |1 - x|) (𝓝[≠] 1)
      (𝓝 ((1 - Real.log 2) / 2)) := by
  have c : ContinuousAt (fun x : ℝ =>
      1 / (2 * x) - (1 + x ^ 2) / (4 * x ^ 2) * Real.log (1 + x)) 1 := by
    refine ContinuousAt.sub (ContinuousAt.div (by fun_prop) (by fun_prop) (by norm_num))
      (ContinuousAt.mul (ContinuousAt.div (by fun_prop) (by fun_prop) (by norm_num))
        (ContinuousAt.log (by fun_prop) (by norm_num)))
  have r : ContinuousAt (fun x : ℝ => (1 + x) / (4 * x ^ 2)) 1 :=
    ContinuousAt.div (by fun_prop) (by fun_prop) (by norm_num)
  have h := (c.tendsto.add (r.tendsto.mul tendsto_mul_log_one)).mono_left
    (nhdsWithin_le_nhds (s := {1}ᶜ))
  have e : (1 / (2 * 1) - (1 + 1 ^ 2) / (4 * 1 ^ 2) * Real.log (1 + 1)
      + (1 + 1) / (4 * 1 ^ 2) * 0 : ℝ) = (1 - Real.log 2) / 2 := by
    rw [one_add_one_eq_two]
    ring
  rw [e] at h
  refine h.congr' ?_
  filter_upwards [self_mem_nhdsWithin,
    mem_nhdsWithin_of_mem_nhds (Ioi_mem_nhds (zero_lt_one' ℝ))] with x x1 xpos
  have x0 : x ≠ 0 := ne_of_gt xpos
  have xm : x ≠ -1 := fun hx => by
    have : (0 : ℝ) < x := xpos
    linarith
  rw [(hasDerivAt_exchangeF x0 x1 xm).deriv, log_ratio x1 xm, Real.log_abs]
  field_simp
  ring
```

Here `c` is the continuity of the first two terms, `r` that of the factor $(1+x)/(4x^2)$, and `e` evaluates the limit. The final `field_simp` and `ring` verify the algebraic rearrangement, which is needed only for $x>0$ with $x\neq1$.

## The three limits of the exchange function

The limit at $x\to0^+$ is a special case of the two-sided one. At $x\to1$, one factor of $1-x^2$ is moved next to the logarithms:

$$F(x)=\frac12+\frac{1+x}{4x}\Big[(1-x)\ln(1+x)-(1-x)\ln|1-x|\Big]\longrightarrow\frac12 .$$

For the slope, write

$$F'(x)=\Big[F'(x)-\tfrac12\ln|1-x|\Big]+\tfrac12\ln|1-x| .$$

The bracket has a finite limit and the remaining term tends to $-\infty$, so $F'(x)\to-\infty$ from both sides.

```lean
/-- The exchange function tends to `1` as `x → 0+` and to `1/2` as `x → 1` from either side,
and its slope tends to minus infinity as `x → 1` from either side. -/
theorem exchangeF_limits :
    Tendsto exchangeF (𝓝[>] 0) (𝓝 1) ∧
    Tendsto exchangeF (𝓝[≠] 1) (𝓝 (1 / 2)) ∧
    Tendsto (deriv exchangeF) (𝓝[≠] 1) atBot := by
  refine ⟨tendsto_exchangeF_zero.mono_left
    (nhdsWithin_mono _ fun x hx => ne_of_gt hx), ?_, ?_⟩
  · have a : ContinuousAt (fun x : ℝ => (1 + x) / (4 * x)) 1 :=
      ContinuousAt.div (by fun_prop) (by fun_prop) (by norm_num)
    have b : ContinuousAt (fun x : ℝ => (1 - x) * Real.log (1 + x)) 1 :=
      ContinuousAt.mul (by fun_prop) (ContinuousAt.log (by fun_prop) (by norm_num))
    have h := ((a.tendsto.mul (b.tendsto.sub tendsto_mul_log_one)).const_add
      (1 / 2)).mono_left (nhdsWithin_le_nhds (s := {1}ᶜ))
    simp only [sub_self, zero_mul, mul_zero, add_zero] at h
    refine h.congr' ?_
    filter_upwards [self_mem_nhdsWithin, mem_nhdsWithin_of_mem_nhds
      (isOpen_ne.mem_nhds (show (1 : ℝ) ≠ -1 by norm_num))] with x x1 xm
    rw [exchangeF, log_ratio x1 xm]
    ring
  · have s : Tendsto (fun x : ℝ => 1 - x) (𝓝[≠] 1) (𝓝[≠] 0) := by
      refine tendsto_nhdsWithin_iff.mpr ⟨?_, ?_⟩
      · have c : Continuous fun x : ℝ => 1 - x := by fun_prop
        simpa using (c.tendsto 1).mono_left (nhdsWithin_le_nhds (s := {1}ᶜ))
      · filter_upwards [self_mem_nhdsWithin] with x hx
        exact sub_ne_zero.mpr (Ne.symm hx)
    have l : Tendsto (fun x : ℝ => 1 / 2 * Real.log |1 - x|) (𝓝[≠] 1) atBot := by
      simp only [Real.log_abs]
      exact (Real.tendsto_log_nhdsNE_zero.comp s).const_mul_atBot (by norm_num)
    -- finite part plus divergent logarithm
    exact (tendsto_deriv_sub_log.add_atBot l).congr fun x => by ring
```

The three statements joined by `∧` are these three limits. `𝓝[>] 0` is the approach to 0 from above, `𝓝[≠] 1` the approach to 1 from both sides, and `atBot` is minus infinity. `deriv exchangeF` is the derivative as a function of $x$. In the last part `s` says that $1-x$ tends to 0 without reaching it, `l` is the divergence of the logarithm, and `add_atBot` adds the finite part.

In energies, exchange lowers the band by $2k_F/\pi$ in the limit $k\to0$ and by half as much, $k_F/\pi$, in the limit $k\to k_F$.

## The infinite group velocity at the Fermi wavenumber

By the chain rule the factor $k_F$ in front of $F$ cancels the $1/k_F$ from its argument:

$$\frac{d\varepsilon}{dk}=k-\frac{2k_F}{\pi}\cdot\frac1{k_F}\,F'\!\left(\frac{k}{k_F}\right)=k-\frac2\pi\,F'\!\left(\frac{k}{k_F}\right).$$

As $k\to k_F$ the first term tends to $k_F$. In the second, $F'\to-\infty$ is multiplied by the negative number $-2/\pi$, so the velocity tends to $+\infty$.

```lean
/-- For `kF > 0` the Hartree-Fock group velocity `dε/dk` tends to plus infinity as `k`
approaches the Fermi wavenumber from either side. -/
theorem tendsto_velocity_atTop {kF : ℝ} (hkF : 0 < kF) :
    Tendsto (deriv (bandEnergy kF)) (𝓝[≠] kF) atTop := by
  have hne : kF ≠ 0 := hkF.ne'
  have s : Tendsto (fun k : ℝ => k / kF) (𝓝[≠] kF) (𝓝[≠] 1) := by
    refine tendsto_nhdsWithin_iff.mpr ⟨?_, ?_⟩
    · have c : Continuous fun k : ℝ => k / kF := by fun_prop
      have h := (c.tendsto kF).mono_left (nhdsWithin_le_nhds (s := {kF}ᶜ))
      rwa [div_self hne] at h
    · filter_upwards [self_mem_nhdsWithin] with k hk
      exact fun h => hk ((div_eq_one_iff_eq hne).mp h)
  have hneg : -(2 / Real.pi) < 0 := neg_neg_of_pos (div_pos two_pos Real.pi_pos)
  have t := (exchangeF_limits.2.2.comp s).const_mul_atBot_of_neg hneg
  have i : Tendsto (fun k : ℝ => k) (𝓝[≠] kF) (𝓝 kF) :=
    tendsto_id.mono_left nhdsWithin_le_nhds
  refine (i.add_atTop t).congr' ?_
  filter_upwards [s self_mem_nhdsWithin,
    mem_nhdsWithin_of_mem_nhds (Ioi_mem_nhds hkF)] with k k1 kpos
  have xpos : 0 < k / kF := div_pos kpos hkF
  have dF := (hasDerivAt_exchangeF xpos.ne' k1 (by linarith)).differentiableAt.hasDerivAt
  -- chain rule for the exchange part of the band energy
  have dc : HasDerivAt (fun y : ℝ => exchangeF (y / kF))
      (deriv exchangeF (k / kF) * (1 / kF)) k := by
    have h := dF.comp k ((hasDerivAt_id' k).div_const kF)
    exact h
  have dk : HasDerivAt (fun y : ℝ => y ^ 2 / 2) k k :=
    ((hasDerivAt_pow 2 k).div_const 2).congr_deriv (by norm_num)
  have d : HasDerivAt (bandEnergy kF)
      (k - 2 * kF / Real.pi * (deriv exchangeF (k / kF) * (1 / kF))) k :=
    dk.fun_sub (dc.const_mul (2 * kF / Real.pi))
  have e : 2 * kF / Real.pi * (deriv exchangeF (k / kF) * (1 / kF))
      = 2 / Real.pi * deriv exchangeF (k / kF) := by
    generalize deriv exchangeF (k / kF) = D
    field_simp
  rw [d.deriv, e]
  simp only [Function.comp_apply]
  ring

end

end HartreeFockExchange
```

```lean
#print axioms HartreeFockExchange.exchangeF_limits
#print axioms HartreeFockExchange.tendsto_velocity_atTop
```

```
'HartreeFockExchange.exchangeF_limits' depends on axioms: [propext, Classical.choice, Quot.sound]
'HartreeFockExchange.tendsto_velocity_atTop' depends on axioms: [propext, Classical.choice, Quot.sound]
```

The step `s` carries the approach $k\to k_F$ over to $x\to1$, and `t` is the divergence of the exchange part. The chain rule is `dc`, and `e` is the cancellation of $k_F$. The kinetic part has a finite limit, `i`, and cannot offset the divergence.

The hypothesis `0 < kF` says that there is a Fermi sphere. For $k_F=0$ the conclusion is false: the exchange term carries the factor $k_F$ and vanishes, so $\varepsilon(k)=k^2/2$, and the velocity $k$ tends to 0 as $k\to0$. This example shows that $k_F\neq0$ is needed; the sign restriction is there because a wavenumber is a magnitude.

For electronic structure, the result describes a defect of the Hartree–Fock band of the uniform gas with unscreened exchange: its density of states, proportional to $k^2/(d\varepsilon/dk)$, goes to zero at the Fermi energy. In the same gas, a global hybrid functional that mixes a fixed positive fraction of bare exchange with a local potential inherits the infinite velocity, since the local potential is constant there. Both consequences are physical readings of the velocity theorem; the file defines neither a density of states nor a hybrid functional.
